# Dual projectors are fixed by their span: when Vanderbilt and PAW projectors coincide

Take the plane $\mathbb{R}^2$ with the dot product and one partial wave $\varphi = (1,0)$. A projector $p$ is dual to $\varphi$ if $\langle\varphi|p\rangle = 1$. Every vector $p = (1,t)$ with real $t$ qualifies, so duality leaves a whole line of candidates. Now choose a nonzero generating vector $\chi = (b,c)$ and require that $p$ be a multiple of it, $p = a\chi$. Duality reads $ab = 1$, where $b = \langle\varphi|\chi\rangle$. For $b \neq 0$ there is exactly one solution, $p = \chi/b = (1, c/b)$, and it depends only on the line through $\chi$. For $b = 0$ that line is orthogonal to $\varphi$ and there is no solution. With several partial waves and equally many generating vectors, the number $b$ becomes a square matrix $B$, the line becomes a span, and the same three conditions (duality, membership in a span, invertibility) decide the outcome.

## The space and the index set

Let $E$ be an inner-product space over $\mathbb{K} = \mathbb{R}$ or $\mathbb{C}$, written `𝕜` in Lean, and let $i, j, k$ run over a finite index set `n`. A family of vectors is a function `n → E`. The family $\varphi_i$ stands for the smooth pseudo partial waves of one atom, $\chi_j$ for the generating functions, and $p_j$, $q_j$ for projectors. The overlap matrix is
$$B_{ij} = \langle\varphi_i|\chi_j\rangle .$$
Mathlib's `inner 𝕜` is conjugate-linear in its first argument and linear in its second, as in Dirac notation. The space $E$ may have any dimension and need not be complete.

```lean
import Mathlib

open Matrix

namespace DualProjectors

noncomputable section

variable {𝕜 E n : Type*} [RCLike 𝕜] [NormedAddCommGroup E] [InnerProductSpace 𝕜 E]
  [Fintype n] [DecidableEq n]

variable (𝕜) in
/-- The overlap matrix `B_ij = ⟨φ_i|χ_j⟩` of two families of vectors. -/
def overlap (φ χ : n → E) : Matrix n n 𝕜 := Matrix.of fun i j => inner 𝕜 (φ i) (χ j)
```

All families share the index set, so there are as many projectors and generating functions as partial waves, and $B$ is square. Duality, $\langle\varphi_i|p_j\rangle = \delta_{ij}$, says that the overlap matrix of $\varphi$ with $p$ is the identity. The form $\langle p_i|\varphi_j\rangle = \delta_{ij}$ follows by complex conjugation, because $\delta_{ij}$ is real and symmetric.

```lean
variable (𝕜) in
/-- The projectors `p` are dual to the partial waves `φ`: `⟨φ_i|p_j⟩ = δ_ij`. -/
def IsDual (φ p : n → E) : Prop := overlap 𝕜 φ p = 1
```

The Vanderbilt projectors are
$$p_i = \sum_j (B^{-1})_{ji}\,\chi_j ,$$
with the summed index first, `(overlap 𝕜 φ χ)⁻¹ j i`. The order matters, since $B$ is not assumed symmetric. Even for a complex Hermitian $B$, exchanging the two indices would conjugate the coefficients.

```lean
variable (𝕜) in
/-- The Vanderbilt projectors `p_i = ∑_j (B⁻¹)_ji χ_j` with `B_ij = ⟨φ_i|χ_j⟩`. -/
def vanderbilt (φ χ : n → E) : n → E := fun i => ∑ j, (overlap 𝕜 φ χ)⁻¹ j i • χ j
```

The span of a family, the set of its linear combinations with coefficients in $\mathbb{K}$, is `spanOf`.

```lean
variable (𝕜) in
/-- The subspace spanned by a family of vectors. -/
abbrev spanOf (p : n → E) : Submodule 𝕜 E := Submodule.span 𝕜 (Set.range p)
```

By hand, the inner product is used only through linearity in the ket. For a square matrix $C$,
$$\Big\langle\varphi_i\Big|\sum_k C_{kj}\chi_k\Big\rangle = \sum_k \langle\varphi_i|\chi_k\rangle\, C_{kj} = (BC)_{ij}. \tag{1}$$
The lemma `overlap_comb` is this identity. Its proof takes matrix elements and pulls the sum and the scalar out of the ket with `inner_sum` and `inner_smul_right`. If the common index set were given up, with fewer generating functions than partial waves, (1) would ask a product $BC$ of too low rank to equal the identity.

```lean
omit [DecidableEq n] in
/-- The overlap matrix of `φ` with the combinations `∑_k C_kj χ_k` is the product `B C`. -/
theorem overlap_comb (φ χ : n → E) (C : Matrix n n 𝕜) :
    overlap 𝕜 φ (fun j => ∑ k, C k j • χ k) = overlap 𝕜 φ χ * C := by
  ext i j
  simp [overlap, inner_sum, inner_smul_right, Matrix.mul_apply, mul_comm]
```

## Duality and membership in a span

Physically, duality makes a projector read off an expansion coefficient: if a smooth function is $\sum_j a_j\varphi_j$ with scalars $a_j$, then its overlap with $p_i$ returns $a_i$. The derivation uses the mirror statement, in which the partial waves read off coefficients of projectors. Let $p$ be dual to $\varphi$ and let $v = \sum_j c_j p_j$ be a vector in its span, with scalars $c_j$. Then
$$\langle\varphi_i|v\rangle = \sum_j c_j\langle\varphi_i|p_j\rangle = \sum_j c_j\delta_{ij} = c_i, \qquad\text{so}\qquad v = \sum_i \langle\varphi_i|v\rangle\, p_i. \tag{2}$$
Membership in the span supplies the coefficients $c_j$, and duality collapses the sum. In `dual_expansion` the hypothesis `hv` is turned into coefficients `c` by `Submodule.mem_span_range_iff_exists_fun`, the hypothesis `hp` is read entry by entry as `hd`, and `h` is the statement $\langle\varphi_i|v\rangle = c_i$. Without `hv` the formula fails. In the plane, with $p = (1,0)$ and $v = (0,1)$, the right side of (2) is zero.

```lean
/-- If `p` is dual to `φ`, every `v` in the span of `p` equals `∑_i ⟨φ_i|v⟩ p_i`. -/
theorem dual_expansion {φ p : n → E} (hp : IsDual 𝕜 φ p) {v : E} (hv : v ∈ spanOf 𝕜 p) :
    v = ∑ i, inner 𝕜 (φ i) v • p i := by
  obtain ⟨c, rfl⟩ := (Submodule.mem_span_range_iff_exists_fun 𝕜).1 hv
  have hp' : overlap 𝕜 φ p = 1 := hp
  -- the partial wave `φ_i` reads off the coefficient `c_i`
  have h : ∀ i, inner 𝕜 (φ i) (∑ j, c j • p j) = c i := by
    intro i
    have hd : ∀ j, inner 𝕜 (φ i) (p j) = if i = j then (1 : 𝕜) else 0 := fun j => by
      have := congrFun (congrFun hp' i) j
      rw [Matrix.one_apply] at this
      exact this
    simp [inner_sum, inner_smul_right, hd]
  simp only [h]
```

Let $q$ be a second family dual to the same $\varphi$, with every $q_j$ in the span of $p$. Formula (2) with $v = q_j$ gives
$$q_j = \sum_i \langle\varphi_i|q_j\rangle\, p_i = \sum_i \delta_{ij}\,p_i = p_j. \tag{3}$$
Duality of $p$ gives the expansion and duality of $q$ gives the coefficients. Only one inclusion of spans is needed. In `dual_eq_of_mem_span`, `e` is the expansion of `q j` obtained from `hp` and `h`, and the `simp only` step inserts `hd`, which comes from `hq`, and evaluates the Kronecker sum. Without `hq` the conclusion fails in the plane for $p = (1,0)$ and $q = (2,0)$. Without `h` it fails for $p = (1,0)$ and $q = (1,1)$, both dual to $\varphi = (1,0)$.

```lean
/-- If `p` and `q` are both dual to `φ` and every `q_j` lies in the span of `p`, then `p = q`. -/
theorem dual_eq_of_mem_span {φ p q : n → E} (hp : IsDual 𝕜 φ p) (hq : IsDual 𝕜 φ q)
    (h : ∀ j, q j ∈ spanOf 𝕜 p) : p = q := by
  funext j
  have hq' : overlap 𝕜 φ q = 1 := hq
  have hd : ∀ i, inner 𝕜 (φ i) (q j) = if i = j then (1 : 𝕜) else 0 := fun i => by
    have := congrFun (congrFun hq' i) j
    rw [Matrix.one_apply] at this
    exact this
  -- expand `q_j` in the `p_i`; the coefficients are `δ_ij`
  have e := dual_expansion hp (h j)
  simp only [hd, ite_smul, one_smul, zero_smul, Finset.sum_ite_eq',
    Finset.mem_univ, if_true] at e
  exact e.symm
```

It follows that two families dual to the same $\varphi$ are equal, vector by vector and with the same labels, if and only if their spans are equal. Equal families have equal spans. Conversely, if the spans are equal, each $q_j$ lies in its own span and hence in that of $p$, and (3) applies. The two branches of `dual_eq_iff_span_eq` are these two arguments. No generating functions and no invertibility appear in it.

```lean
/-- Two families of projectors dual to the same `φ` coincide if and only if they span the
same subspace. -/
theorem dual_eq_iff_span_eq {φ p q : n → E} (hp : IsDual 𝕜 φ p) (hq : IsDual 𝕜 φ q) :
    p = q ↔ spanOf 𝕜 p = spanOf 𝕜 q := by
  constructor
  · rintro rfl
    rfl
  · intro h
    refine dual_eq_of_mem_span hp hq fun j => ?_
    rw [h]
    exact Submodule.subset_span ⟨j, rfl⟩
```

## Invertibility of the overlap matrix

The hypothesis `hB : IsUnit (overlap 𝕜 φ χ).det` says $\det B \neq 0$. Since $\sum_j B_{ij}c_j = \langle\varphi_i|\sum_j c_j\chi_j\rangle$, it means that no nonzero column of coefficients $c_j$ produces a combination of generating functions orthogonal to all partial waves. It fails, for example, if two partial waves are proportional. In the ultrasoft construction $\chi_j = (\varepsilon_j - T - V_{\mathrm{loc}})\varphi_j$, with reference energy $\varepsilon_j$, kinetic energy operator $T$ and local potential $V_{\mathrm{loc}}$. The formal statements contain no such operators. The family `χ` is arbitrary, and invertibility is assumed, not derived from a Hamiltonian.

From here on $p$ denotes the Vanderbilt family. The derivation uses the hypothesis twice, once on each side of $B$. The first use is $B^{-1}B = 1$, which recovers the generating functions:
$$\sum_i B_{ij}\,p_i = \sum_i B_{ij}\sum_k (B^{-1})_{ki}\,\chi_k = \sum_k (B^{-1}B)_{kj}\,\chi_k = \chi_j. \tag{4}$$
In `chi_expansion`, `h` is $B^{-1}B = 1$ in components, from `Matrix.nonsing_inv_mul`. Then `vanderbilt` is unfolded, `Finset.sum_comm` exchanges the two sums, and the Kronecker delta is summed out.

```lean
/-- For invertible `B` the generating vectors are recovered from the Vanderbilt projectors as
`χ_j = ∑_i B_ij p_i`. -/
theorem chi_expansion {φ χ : n → E} (hB : IsUnit (overlap 𝕜 φ χ).det) (j : n) :
    χ j = ∑ i, overlap 𝕜 φ χ i j • vanderbilt 𝕜 φ χ i := by
  -- `B⁻¹ B = 1` in components
  have h : ∀ k, ∑ i, overlap 𝕜 φ χ i j * (overlap 𝕜 φ χ)⁻¹ k i
      = if k = j then (1 : 𝕜) else 0 := by
    intro k
    have := congrFun (congrFun (Matrix.nonsing_inv_mul _ hB) k) j
    rw [Matrix.mul_apply, Matrix.one_apply] at this
    rw [← this]
    exact Finset.sum_congr rfl fun i _ => mul_comm _ _
  simp only [vanderbilt, Finset.smul_sum, smul_smul]
  rw [Finset.sum_comm]
  simp only [← Finset.sum_smul]
  simp only [h, ite_smul, one_smul, zero_smul, Finset.sum_ite_eq',
    Finset.mem_univ, if_true]
```

Each $p_i$ is a combination of the $\chi_j$ by definition, and each $\chi_j$ is a combination of the $p_i$ by (4), so the two spans are equal. The two branches after `le_antisymm` in `span_vanderbilt` are these inclusions, and only the second uses `hB`.

```lean
/-- For invertible `B` the Vanderbilt projectors span the same subspace as the `χ_j`. -/
theorem span_vanderbilt {φ χ : n → E} (hB : IsUnit (overlap 𝕜 φ χ).det) :
    spanOf 𝕜 (vanderbilt 𝕜 φ χ) = spanOf 𝕜 χ := by
  apply le_antisymm
  · refine Submodule.span_le.2 ?_
    rintro _ ⟨i, rfl⟩
    show ∑ j, (overlap 𝕜 φ χ)⁻¹ j i • χ j ∈ spanOf 𝕜 χ
    exact Submodule.sum_mem _ fun k _ =>
      Submodule.smul_mem _ _ (Submodule.subset_span ⟨k, rfl⟩)
  · refine Submodule.span_le.2 ?_
    rintro _ ⟨j, rfl⟩
    show χ j ∈ spanOf 𝕜 (vanderbilt 𝕜 φ χ)
    rw [chi_expansion hB j]
    exact Submodule.sum_mem _ fun k _ =>
      Submodule.smul_mem _ _ (Submodule.subset_span ⟨k, rfl⟩)
```

The second use is $BB^{-1} = 1$. Identity (1) with $C = B^{-1}$ gives
$$\langle\varphi_i|p_j\rangle = (BB^{-1})_{ij} = \delta_{ij}, \tag{5}$$
so $p$ is dual to $\varphi$. If $q$ is any dual family inside the span of $\chi$, it lies in the span of $p$, and (3) gives $q = p$.

The theorem `dual_in_span_iff` states this as one equivalence: for invertible $B$ and any family $q$, the family is dual to $\varphi$ with all members in the span of $\chi$ if and only if it is the Vanderbilt family. Read from right to left, the Vanderbilt family has both properties. Read from left to right, no other family has them. In the proof `hV` is (5), through `overlap_comb` and `Matrix.mul_nonsing_inv`. The rewrite with `span_vanderbilt` replaces the span of $\chi$ by that of $p$, and the forward direction is `dual_eq_of_mem_span`.

```lean
/-- For invertible `B`, a family `q` is dual to `φ` and lies in the span of the `χ_j` if and
only if it is the Vanderbilt family `∑_j (B⁻¹)_ji χ_j`. -/
theorem dual_in_span_iff {φ χ : n → E} (hB : IsUnit (overlap 𝕜 φ χ).det) (q : n → E) :
    (IsDual 𝕜 φ q ∧ ∀ j, q j ∈ spanOf 𝕜 χ) ↔ q = vanderbilt 𝕜 φ χ := by
  -- duality of the Vanderbilt family is `B B⁻¹ = 1`
  have hV : IsDual 𝕜 φ (vanderbilt 𝕜 φ χ) :=
    (overlap_comb φ χ (overlap 𝕜 φ χ)⁻¹).trans (Matrix.mul_nonsing_inv _ hB)
  rw [← span_vanderbilt hB]
  constructor
  · rintro ⟨hq, hm⟩
    exact (dual_eq_of_mem_span hV hq hm).symm
  · rintro rfl
    exact ⟨hV, fun j => Submodule.subset_span ⟨j, rfl⟩⟩
```

What happens without invertibility is itself a theorem. Suppose that some dual family lies in the span of $\chi$, and write its $j$-th member as $\sum_k C_{kj}\chi_k$. By (1) and duality $BC = 1$, so $\det B\,\det C = 1$ and $\det B \neq 0$. Together with (5), this shows that a dual family exists in the span of $\chi$ if and only if $B$ is invertible. In `exists_dual_in_span_iff`, `choose` picks the coefficients, `Matrix.of fun k j => c j k` arranges them as the columns of $C$, and `Matrix.isUnit_det_of_right_inverse` draws the conclusion, which relies on $B$ being square. For singular $B$ Mathlib sets the inverse to the zero matrix, so `vanderbilt` is then the zero family and has no physical meaning. Invertibility is a yes-or-no condition here, and nothing is stated about the size of the projectors when $B$ is nearly singular.

```lean
/-- A family dual to `φ` inside the span of the `χ_j` exists if and only if `B` is
invertible. -/
theorem exists_dual_in_span_iff (φ χ : n → E) :
    (∃ p : n → E, IsDual 𝕜 φ p ∧ ∀ j, p j ∈ spanOf 𝕜 χ) ↔ IsUnit (overlap 𝕜 φ χ).det := by
  constructor
  · rintro ⟨p, hp, hm⟩
    have hc : ∀ j, ∃ c : n → 𝕜, ∑ k, c k • χ k = p j := fun j =>
      (Submodule.mem_span_range_iff_exists_fun 𝕜).1 (hm j)
    choose c hc using hc
    -- the expansion coefficients form a right inverse of `B`
    have h := overlap_comb φ χ (Matrix.of fun k j => c j k)
    have hp' : (fun j => ∑ k, (Matrix.of fun k j => c j k) k j • χ k) = p := funext hc
    rw [hp'] at h
    exact Matrix.isUnit_det_of_right_inverse (h.symm.trans hp)
  · intro hB
    exact ⟨_, (dual_in_span_iff hB _).2 rfl⟩
```

## The comparison with PAW

A family of PAW projectors enters through one property, the hypothesis `hq` that $q$ is dual to $\varphi$. No particular recipe for building Blöchl projectors is modelled. Both schemes are taken to use the same partial waves $\varphi$ and the same inner product. By hand, $q$ and the Vanderbilt family $p$ are both dual to $\varphi$, so $q = p$ if and only if their spans agree, and by (4) the span of $p$ is the span of $\chi$. The theorem `paw_eq_vanderbilt_iff` therefore says that, for invertible $B$, a dual family equals the Vanderbilt family if and only if it spans the same subspace as the generating functions. Its proof is two rewrites, with `dual_eq_iff_span_eq` and with `span_vanderbilt`. The hypothesis `hB` feeds both of them and `hq` feeds the first. Without `hq` the family $q = \chi$ has the right span, and in the plane with $b = 2$ it is twice the projector.

For a finite set of partial waves shared by an ultrasoft and a PAW data set, the result reduces the question whether the two sets of projectors are identical to a comparison of two subspaces. It concerns the projectors alone. All-electron partial waves, augmentation charges, the nonlocal coefficients, localisation inside a core radius and total energies do not appear, so the theorem is not an equivalence of the two methods.

```lean
/-- For invertible `B`, any projectors `q` dual to `φ` equal the Vanderbilt
projectors if and only if they span the same subspace as the `χ_j`. -/
theorem paw_eq_vanderbilt_iff {φ χ q : n → E} (hB : IsUnit (overlap 𝕜 φ χ).det)
    (hq : IsDual 𝕜 φ q) : q = vanderbilt 𝕜 φ χ ↔ spanOf 𝕜 q = spanOf 𝕜 χ := by
  rw [dual_eq_iff_span_eq hq ((dual_in_span_iff hB _).2 rfl).1, span_vanderbilt hB]
```

## A numerical instance in $\mathbb{C}^3$

Indices start at zero, as for `Fin 2` and `Fin 3`. The partial waves are $\varphi_0 = (1,0,0)$ and $\varphi_1 = (1,1,0)$, with $\langle\varphi_0|\varphi_1\rangle = 1$. They are neither orthogonal nor both normalised, and no statement requires either.

```lean
/-- Two non-orthogonal partial waves in `ℂ³`. -/
def phiW : Fin 2 → EuclideanSpace ℂ (Fin 3) := ![!₂[1, 0, 0], !₂[1, 1, 0]]
```

The first generating family is $\chi_0 = (1,0,1)$, $\chi_1 = (0,1,0)$.

```lean
/-- A generating family with a component along the third axis. -/
def chiW : Fin 2 → EuclideanSpace ℂ (Fin 3) := ![!₂[1, 0, 1], !₂[0, 1, 0]]
```

The second is $\chi'_0 = (1,0,0)$, $\chi'_1 = (0,1,0)$. It differs from the first only in component 2 of the vector with index 0, and both partial waves vanish in that component.

```lean
/-- A generating family in the plane of the first two axes. -/
def chiW' : Fin 2 → EuclideanSpace ℂ (Fin 3) := ![!₂[1, 0, 0], !₂[0, 1, 0]]
```

Both families therefore have the same overlap matrix,
$$B = \begin{pmatrix}1 & 0\\ 1 & 1\end{pmatrix},\qquad \det B = 1,\qquad B^{-1} = \begin{pmatrix}1 & 0\\ -1 & 1\end{pmatrix}.$$
The coefficients of $p_i$ form column $i$ of $B^{-1}$, so
$$p_0 = \chi_0 - \chi_1 = (1,-1,1),\qquad p_1 = \chi_1 = (0,1,0),$$
and for the second family, with projectors $p'_i$,
$$p'_0 = (1,-1,0),\qquad p'_1 = (0,1,0).$$
Duality is checked directly: $\langle\varphi_0|p_0\rangle = 1$, $\langle\varphi_1|p_0\rangle = 1 - 1 = 0$, $\langle\varphi_0|p_1\rangle = 0$, $\langle\varphi_1|p_1\rangle = 1$, and the same four numbers hold for $p'$. Yet $p_0 - p'_0 = (0,0,1)$, a vector orthogonal to both partial waves. Using rows of $B^{-1}$ in place of columns would give $\chi_0$ as the vector with index 0, and $\langle\varphi_1|\chi_0\rangle = 1$ violates duality.

A change of generators that keeps their number and their span leaves the projectors alone. Take $\chi''_0 = 2\chi_0 = (2,0,2)$ and $\chi''_1 = \chi_0 + \chi_1 = (1,1,1)$. Their overlap matrix $B''$ with $\varphi$ and its inverse are
$$B'' = \begin{pmatrix}2 & 1\\ 2 & 2\end{pmatrix},\qquad (B'')^{-1} = \begin{pmatrix}1 & -\tfrac12\\ -1 & 1\end{pmatrix},$$
which gives $\chi''_0 - \chi''_1 = (1,-1,1) = p_0$ and $-\tfrac12\chi''_0 + \chi''_1 = (0,1,0) = p_1$.

The theorem `dual_witness` states that both overlap matrices are invertible, that both Vanderbilt families are dual to `phiW`, and that they differ, which shows that duality and invertibility together do not fix the projectors in this space. The explicit projector vectors, the family $\chi''$, the planar examples and the rank argument above are arithmetic on paper and appear in no theorem. The proof computes the common matrix entry by entry (`hB`, `hB'`), obtains the determinants, and takes duality from `dual_in_span_iff`. For the inequality it avoids computing $B^{-1}$. If the projectors were equal, (4) with the same $B$ would give $\chi_0 = \chi'_0$ (`e1`, `e2`), and component 2 of that equation reads $1 = 0$.

```lean
/-- The families `chiW` and `chiW'` both have invertible overlap with `phiW`; the projectors
built from them are both dual to `phiW` and are different. -/
theorem dual_witness :
    IsUnit (overlap ℂ phiW chiW).det ∧ IsUnit (overlap ℂ phiW chiW').det ∧
      IsDual ℂ phiW (vanderbilt ℂ phiW chiW) ∧ IsDual ℂ phiW (vanderbilt ℂ phiW chiW') ∧
      vanderbilt ℂ phiW chiW ≠ vanderbilt ℂ phiW chiW' := by
  have hB : overlap ℂ phiW chiW = !![1, 0; 1, 1] := by
    ext i j
    fin_cases i <;> fin_cases j <;>
      simp [overlap, phiW, chiW, PiLp.inner_apply, Fin.sum_univ_succ]
  have hB' : overlap ℂ phiW chiW' = !![1, 0; 1, 1] := by
    ext i j
    fin_cases i <;> fin_cases j <;>
      simp [overlap, phiW, chiW', PiLp.inner_apply, Fin.sum_univ_succ]
  have h1 : IsUnit (overlap ℂ phiW chiW).det := by
    rw [hB]
    simp [Matrix.det_fin_two_of]
  have h2 : IsUnit (overlap ℂ phiW chiW').det := by
    rw [hB']
    simp [Matrix.det_fin_two_of]
  refine ⟨h1, h2, ((dual_in_span_iff h1 _).2 rfl).1, ((dual_in_span_iff h2 _).2 rfl).1, ?_⟩
  -- equal projectors and equal `B` would force equal generating vectors
  intro h
  have e1 := chi_expansion h1 0
  have e2 := chi_expansion h2 0
  rw [hB, h] at e1
  rw [hB'] at e2
  have e := congrArg (fun v : EuclideanSpace ℂ (Fin 3) => v 2) (e1.trans e2.symm)
  simp [chiW, chiW'] at e

end

end DualProjectors
```

```lean
#print axioms DualProjectors.exists_dual_in_span_iff
-- 'DualProjectors.exists_dual_in_span_iff' depends on axioms: [propext, Classical.choice, Quot.sound]
#print axioms DualProjectors.paw_eq_vanderbilt_iff
-- 'DualProjectors.paw_eq_vanderbilt_iff' depends on axioms: [propext, Classical.choice, Quot.sound]
```
